# An error bound for fragment-local renormalisation of the two-component metric

All matrices are complex, over finite basis sets. The dagger is `ᴴ` in Lean, and $\|\cdot\|$ is the operator norm for Euclidean vector norms.

```lean
import Mathlib

open Matrix
open scoped Matrix.Norms.L2Operator

namespace LocalDecoupling

noncomputable section

variable {m n k : Type*} [Fintype m] [DecidableEq m] [Fintype n] [DecidableEq n]
```

Let $S$ be the overlap, $T$ the kinetic energy matrix, $c\neq0$ the speed of light in atomic units, and $X$ the matrix that produces small-component from large-component coefficients. The small component is expanded in the functions $\sigma\cdot p\,\chi_\mu/(2c)$, where $\chi_\mu$ are the basis functions of the large component, $\sigma$ the Pauli matrices and $p$ the momentum operator (restricted kinetic balance). Their overlap matrix is $T/(2c^2)$. The metric for large-component coefficients, with the contribution of the small component included, is therefore
$$\tilde S=S+\frac{1}{2c^2}X^\dagger TX .$$
In the code $\tilde S$ is `St`.

```lean
/-- The metric of the large component, `S + X† T X / (2c²)`, for overlap `S`, kinetic energy
matrix `T`, decoupling matrix `X` and speed of light `c`. -/
def modifiedOverlap (S T X : Matrix n n ℂ) (c : ℝ) : Matrix n n ℂ :=
  S + (1 / (2 * (c : ℂ) ^ 2)) • (Xᴴ * T * X)
```

Let $Q$ and $Y$ be Hermitian and invertible, with $Q^2=S$ and $QY^2Q=\tilde S$. The second relation says that $Y$ is a root of $Q^{-1}\tilde SQ^{-1}$, the metric in the orthonormalised basis.

```lean
/-- `Q` is an invertible Hermitian root of the overlap `S`, and `Y` is an invertible Hermitian
root of the metric `St` expressed in the basis orthonormalised by `Q`. -/
structure IsRootPair (S St Q Y : Matrix n n ℂ) : Prop where
  hermQ : Q.IsHermitian
  hermY : Y.IsHermitian
  unitQ : IsUnit Q.det
  unitY : IsUnit Y.det
  sqQ : Q * Q = S
  sqY : Q * (Y * Y) * Q = St
```

These relations are hypotheses. They force $S=Q^\dagger Q$ and $\tilde S=(YQ)^\dagger(YQ)$ to be positive definite, but they admit roots with eigenvalues of either sign. Requiring $Q$ and $Y$ to be positive definite as well would make the roots unique.

The renormalisation matrix is $R=Q^{-1}Y^{-1}Q$.

```lean
/-- The renormalisation matrix `R = Q⁻¹ Y⁻¹ Q`. -/
def renorm (Q Y : Matrix n n ℂ) : Matrix n n ℂ := Q⁻¹ * Y⁻¹ * Q
```

For any $R$, the metric error is $E=R^\dagger\tilde SR-S$.

```lean
/-- The deviation `R† St R - S` of the renormalised metric from the overlap. -/
def metricError (R St S : Matrix n n ℂ) : Matrix n n ℂ := Rᴴ * St * R - S
```

For two fragments A and B the basis is a sum type `m ⊕ n`. The block $M_{AB}$ is `M.toBlocks₁₂`, and a fragment-local matrix has the form $\mathrm{diag}(R_A,R_B)$.

```lean
/-- A matrix without coupling between the fragments A and B. -/
def localBlocks (A : Matrix m m ℂ) (B : Matrix n n ℂ) : Matrix (m ⊕ n) (m ⊕ n) ℂ :=
  fromBlocks A 0 0 B
```

## (a) Returning to the overlap

**Task.** For $R=Q^{-1}Y^{-1}Q$, show that $R^\dagger\tilde SR=S$.

**Solution.** Since $Q$ and $Y$ are Hermitian, $R^\dagger=QY^{-1}Q^{-1}$. Hence
$$R^\dagger\tilde SR=QY^{-1}(Q^{-1}Q)Y\,Y(QQ^{-1})Y^{-1}Q=Q^2=S.$$
The `calc` block makes the same regrouping and cancellation.

```lean
/-- The renormalisation matrix carries the metric `St` back to the overlap: `R† St R = S`. -/
theorem renorm_metric {S St Q Y : Matrix n n ℂ} (p : IsRootPair S St Q Y) :
    (renorm Q Y)ᴴ * St * renorm Q Y = S := by
  have hR : (renorm Q Y)ᴴ = Q * Y⁻¹ * Q⁻¹ := by
    simp only [renorm, conjTranspose_mul, conjTranspose_nonsing_inv, p.hermQ.eq, p.hermY.eq,
      Matrix.mul_assoc]
  rw [hR, ← p.sqY, renorm]
  -- regroup so that every inverse meets its partner
  calc Q * Y⁻¹ * Q⁻¹ * (Q * (Y * Y) * Q) * (Q⁻¹ * Y⁻¹ * Q)
      = Q * (Y⁻¹ * (Q⁻¹ * Q) * Y) * (Y * (Q * Q⁻¹) * Y⁻¹) * Q := by
        simp only [Matrix.mul_assoc]
    _ = S := by
        rw [nonsing_inv_mul Q p.unitQ, mul_nonsing_inv Q p.unitQ, Matrix.mul_one,
          Matrix.mul_one, nonsing_inv_mul Y p.unitY, mul_nonsing_inv Y p.unitY,
          Matrix.mul_one, Matrix.mul_one, p.sqQ]
```

## (b) Inner products of four-component orbitals

**Task.** Let the columns of $C$ be two-component orbitals. With large components $RC$ and small components $XRC$, show that
$$(RC)^\dagger S(RC)+\frac1{2c^2}(XRC)^\dagger T(XRC)=C^\dagger SC.$$

**Solution.** The left side is $C^\dagger R^\dagger\left(S+\frac{1}{2c^2}X^\dagger TX\right)RC=C^\dagger(R^\dagger\tilde SR)C$, and (a) finishes the proof. Here $T/(2c^2)$ is the metric of the small component. Lean collects the terms with `simp only` and then rewrites with (a).

```lean
/-- For orbitals `C`, the large components `R C` and small components `X R C` together have the
same inner products as `C` has in the overlap metric `S`. -/
theorem four_component_inner {S T X Q Y : Matrix n n ℂ} {c : ℝ}
    (p : IsRootPair S (modifiedOverlap S T X c) Q Y) (C : Matrix n k ℂ) :
    (renorm Q Y * C)ᴴ * S * (renorm Q Y * C) + (1 / (2 * (c : ℂ) ^ 2)) •
      ((X * (renorm Q Y * C))ᴴ * T * (X * (renorm Q Y * C))) = Cᴴ * S * C := by
  have h := renorm_metric p
  calc _ = Cᴴ * ((renorm Q Y)ᴴ * modifiedOverlap S T X c * renorm Q Y) * C := by
        simp only [modifiedOverlap, conjTranspose_mul, Matrix.mul_add, Matrix.add_mul,
          Matrix.mul_smul, Matrix.smul_mul, Matrix.mul_assoc]
    _ = Cᴴ * S * C := by rw [h]
```

## (c) Blocks under a local transformation

**Task.** For $D=\mathrm{diag}(R_A,R_B)$ and any $M$, show that $(D^\dagger MD)_{IJ}=R_I^\dagger M_{IJ}R_J$ for $I,J\in\{A,B\}$.

**Solution.** In $\sum_{K,L}(D^\dagger)_{IK}M_{KL}D_{LJ}$ only $K=I$ and $L=J$ survive. Lean, where $R_A,R_B$ are called `A` and `B`, splits $M$ into blocks and multiplies.

```lean
omit [DecidableEq m] [DecidableEq n] in
/-- A transformation local to the fragments acts on each block of a matrix separately. -/
theorem localBlocks_congruence (A : Matrix m m ℂ) (B : Matrix n n ℂ)
    (M : Matrix (m ⊕ n) (m ⊕ n) ℂ) :
    (localBlocks A B)ᴴ * M * localBlocks A B =
      fromBlocks (Aᴴ * M.toBlocks₁₁ * A) (Aᴴ * M.toBlocks₁₂ * B)
        (Bᴴ * M.toBlocks₂₁ * A) (Bᴴ * M.toBlocks₂₂ * B) := by
  conv_lhs => rw [← fromBlocks_toBlocks M]
  simp only [localBlocks, fromBlocks_conjTranspose, fromBlocks_multiply, conjTranspose_zero,
    Matrix.zero_mul, Matrix.mul_zero, add_zero, zero_add]
```

## (d) The interfragment error

**Task.** Let $\|R_A-1\|\le h$ and $\|R_B-1\|\le h$, with $S$ and $\tilde S$ arbitrary. Show that
$$\|E_{AB}\|\le\|\tilde S_{AB}-S_{AB}\|+(2h+h^2)\|\tilde S_{AB}\|.$$

**Solution.** Put $\Delta_I=R_I-1$. By (c),
$$E_{AB}=(\tilde S_{AB}-S_{AB})+\Delta_A^\dagger\tilde S_{AB}+\tilde S_{AB}\Delta_B+\Delta_A^\dagger\tilde S_{AB}\Delta_B.$$
Because $\|\Delta_A^\dagger\|=\|\Delta_A\|$, the last three terms have norms at most $h\|\tilde S_{AB}\|$, $h\|\tilde S_{AB}\|$ and $h^2\|\tilde S_{AB}\|$. The triangle inequality adds them. In Lean, `e` is the expansion, `h1` to `h3` are the three estimates, and `tri` is the triangle inequality.

The number $h$ is an upper bound on how far the local matrices $R_A,R_B$ are from the identity. The norm acts on coefficient vectors, so it depends on the choice of basis. The bound $h$ is assumed, not derived from $X$.

```lean
/-- If the local renormalisations differ from the identity by at most `h` in operator norm, the
AB block of the metric error is at most `‖St_AB - S_AB‖ + (2h + h²) ‖St_AB‖`. -/
theorem local_metricError_le (S St : Matrix (m ⊕ n) (m ⊕ n) ℂ) {RA : Matrix m m ℂ}
    {RB : Matrix n n ℂ} {h : ℝ} (hA : ‖RA - 1‖ ≤ h) (hB : ‖RB - 1‖ ≤ h) :
    ‖(metricError (localBlocks RA RB) St S).toBlocks₁₂‖ ≤
      ‖St.toBlocks₁₂ - S.toBlocks₁₂‖ + (2 * h + h ^ 2) * ‖St.toBlocks₁₂‖ := by
  have h0 : 0 ≤ h := (norm_nonneg _).trans hA
  -- expand the AB block around the unrenormalised metric
  have e : (metricError (localBlocks RA RB) St S).toBlocks₁₂ =
      (St.toBlocks₁₂ - S.toBlocks₁₂) + (RA - 1)ᴴ * St.toBlocks₁₂ +
        St.toBlocks₁₂ * (RB - 1) + (RA - 1)ᴴ * St.toBlocks₁₂ * (RB - 1) := by
    rw [metricError, localBlocks_congruence]
    change RAᴴ * St.toBlocks₁₂ * RB - S.toBlocks₁₂ = _
    simp only [conjTranspose_sub, conjTranspose_one, Matrix.sub_mul, Matrix.mul_sub,
      Matrix.one_mul, Matrix.mul_one]
    abel
  have tri : ∀ a b c d : Matrix m n ℂ, ‖a + b + c + d‖ ≤ ‖a‖ + ‖b‖ + ‖c‖ + ‖d‖ :=
    fun a b c d => by
      linarith [norm_add_le (a + b + c) d, norm_add_le (a + b) c, norm_add_le a b]
  have h1 : ‖(RA - 1)ᴴ * St.toBlocks₁₂‖ ≤ h * ‖St.toBlocks₁₂‖ := by
    refine (l2_opNorm_mul _ _).trans ?_
    rw [l2_opNorm_conjTranspose]
    exact mul_le_mul_of_nonneg_right hA (norm_nonneg _)
  have h2 : ‖St.toBlocks₁₂ * (RB - 1)‖ ≤ ‖St.toBlocks₁₂‖ * h :=
    (l2_opNorm_mul _ _).trans (mul_le_mul_of_nonneg_left hB (norm_nonneg _))
  have h3 : ‖(RA - 1)ᴴ * St.toBlocks₁₂ * (RB - 1)‖ ≤ h * ‖St.toBlocks₁₂‖ * h :=
    (l2_opNorm_mul _ _).trans (mul_le_mul h1 hB (norm_nonneg _) (by positivity))
  rw [e]
  refine (tri _ _ _ _).trans ?_
  linarith
```

## (e) Decoupling taken from the fragments

**Task.** Let $X=\mathrm{diag}(X_A,X_B)$, and let $R_A,R_B$ be built as in (a) from the fragment blocks of $S$ and $T$, with $h$ as in (d). Show that $E_{AA}=0$, $E_{BB}=0$ and
$$\|E_{AB}\|\le\frac{\|X_A\|\|T_{AB}\|\|X_B\|}{2c^2}+(2h+h^2)\|\tilde S_{AB}\|.$$

**Solution.** By (c), $\tilde S_{AA}=S_{AA}+X_A^\dagger T_{AA}X_A/(2c^2)$ is the metric of fragment A alone, so (a) gives $E_{AA}=0$; B is the same. Also $\tilde S_{AB}-S_{AB}=X_A^\dagger T_{AB}X_B/(2c^2)$. Bound its norm by submultiplicativity and insert it in (d). Lean's `s11`, `s22` and `s12` identify the blocks.

For two-component schemes that take both $X$ and $R$ from two fragments, in a finite basis, this bounds the error in interfragment overlaps; it does not bound energies. If only $X$ is local and $R$ is built as in (a) from the full $S$ and $\tilde S$, the metric error is zero.

```lean
/-- With decoupling and renormalisation both taken from the fragments, the metric error vanishes
within each fragment, and between them it is bounded through the interfragment blocks of the
kinetic energy and of the metric. -/
theorem local_decoupling_error {S T : Matrix (m ⊕ n) (m ⊕ n) ℂ} {XA QA YA : Matrix m m ℂ}
    {XB QB YB : Matrix n n ℂ} {c h : ℝ}
    (pA : IsRootPair S.toBlocks₁₁ (modifiedOverlap S.toBlocks₁₁ T.toBlocks₁₁ XA c) QA YA)
    (pB : IsRootPair S.toBlocks₂₂ (modifiedOverlap S.toBlocks₂₂ T.toBlocks₂₂ XB c) QB YB)
    (hA : ‖renorm QA YA - 1‖ ≤ h) (hB : ‖renorm QB YB - 1‖ ≤ h) :
    let St := modifiedOverlap S T (localBlocks XA XB) c
    let E := metricError (localBlocks (renorm QA YA) (renorm QB YB)) St S
    E.toBlocks₁₁ = 0 ∧ E.toBlocks₂₂ = 0 ∧
      ‖E.toBlocks₁₂‖ ≤ 1 / (2 * c ^ 2) * (‖XA‖ * ‖T.toBlocks₁₂‖ * ‖XB‖) +
        (2 * h + h ^ 2) * ‖St.toBlocks₁₂‖ := by
  intro St E
  -- the fragment blocks of the full metric are the fragment metrics
  have s11 : St.toBlocks₁₁ = modifiedOverlap S.toBlocks₁₁ T.toBlocks₁₁ XA c := by
    simp only [St, modifiedOverlap, localBlocks_congruence]
    ext i j
    rfl
  have s22 : St.toBlocks₂₂ = modifiedOverlap S.toBlocks₂₂ T.toBlocks₂₂ XB c := by
    simp only [St, modifiedOverlap, localBlocks_congruence]
    ext i j
    rfl
  have s12 : St.toBlocks₁₂ - S.toBlocks₁₂ =
      (1 / (2 * (c : ℂ) ^ 2)) • (XAᴴ * T.toBlocks₁₂ * XB) := by
    simp only [St, modifiedOverlap, localBlocks_congruence]
    ext i j
    exact add_sub_cancel_left _ _
  refine ⟨?_, ?_, ?_⟩
  · simp only [E, metricError, localBlocks_congruence]
    change (renorm QA YA)ᴴ * St.toBlocks₁₁ * renorm QA YA - S.toBlocks₁₁ = 0
    rw [s11, renorm_metric pA, sub_self]
  · simp only [E, metricError, localBlocks_congruence]
    change (renorm QB YB)ᴴ * St.toBlocks₂₂ * renorm QB YB - S.toBlocks₂₂ = 0
    rw [s22, renorm_metric pB, sub_self]
  · refine (local_metricError_le S St hA hB).trans ?_
    have hc : ‖(1 / (2 * (c : ℂ) ^ 2))‖ = 1 / (2 * c ^ 2) := by simp
    have hX : ‖XAᴴ * T.toBlocks₁₂ * XB‖ ≤ ‖XA‖ * ‖T.toBlocks₁₂‖ * ‖XB‖ := by
      refine (l2_opNorm_mul _ _).trans (mul_le_mul_of_nonneg_right ?_ (norm_nonneg _))
      exact (l2_opNorm_mul _ _).trans (by rw [l2_opNorm_conjTranspose])
    rw [s12, norm_smul, hc]
    have := mul_le_mul_of_nonneg_left hX (by positivity : 0 ≤ 1 / (2 * c ^ 2))
    linarith
```

## (f) A case of equality

**Task.** For $h,t\ge0$, $\tilde S=(1+t)S$ and $R_A,R_B$ equal to $(1+h)$ times the identity, show that (d) holds with equality.

**Solution.** Here
$$E_{AB}=[(1+h)^2(1+t)-1]S_{AB}=[t+(2h+h^2)(1+t)]S_{AB}.$$
The coefficient is nonnegative, so the norm is $t\|S_{AB}\|+(2h+h^2)(1+t)\|S_{AB}\|$, which is the right side of (d). Lean computes the two scalar multiples in `e` and `d`. These scalings test (d) for free $R_A,R_B$. The renormalisations of (a) behave differently here: for positive definite $S$ and positive definite roots, the fragment blocks give $R_A$ and $R_B$ equal to $(1+t)^{-1/2}$ times the identity, and then $E=0$, although the bound in (d) is positive for $t>0$ and $S_{AB}\neq0$.

```lean
/-- For the uniform scalings `R = 1 + h` and `St = (1 + t) S` with `h, t ≥ 0`, the AB block of the
metric error has norm exactly `‖St_AB - S_AB‖ + (2h + h²) ‖St_AB‖`. -/
theorem local_metricError_sharp (S : Matrix (m ⊕ n) (m ⊕ n) ℂ) {h t : ℝ}
    (hh : 0 ≤ h) (ht : 0 ≤ t) :
    let St := ((1 + t : ℝ) : ℂ) • S
    ‖(metricError (localBlocks (((1 + h : ℝ) : ℂ) • (1 : Matrix m m ℂ))
        (((1 + h : ℝ) : ℂ) • (1 : Matrix n n ℂ))) St S).toBlocks₁₂‖ =
      ‖St.toBlocks₁₂ - S.toBlocks₁₂‖ + (2 * h + h ^ 2) * ‖St.toBlocks₁₂‖ := by
  intro St
  have s : St.toBlocks₁₂ = ((1 + t : ℝ) : ℂ) • S.toBlocks₁₂ := rfl
  have d : St.toBlocks₁₂ - S.toBlocks₁₂ = (t : ℂ) • S.toBlocks₁₂ := by
    rw [s]
    push_cast
    module
  have e : (metricError (localBlocks (((1 + h : ℝ) : ℂ) • (1 : Matrix m m ℂ))
      (((1 + h : ℝ) : ℂ) • (1 : Matrix n n ℂ))) St S).toBlocks₁₂ =
      ((t + (2 * h + h ^ 2) * (1 + t) : ℝ) : ℂ) • S.toBlocks₁₂ := by
    rw [metricError, localBlocks_congruence]
    change (((1 + h : ℝ) : ℂ) • (1 : Matrix m m ℂ))ᴴ * St.toBlocks₁₂ *
      (((1 + h : ℝ) : ℂ) • (1 : Matrix n n ℂ)) - S.toBlocks₁₂ = _
    rw [s]
    simp only [conjTranspose_smul, conjTranspose_one, Matrix.smul_mul, Matrix.mul_smul,
      Matrix.one_mul, Matrix.mul_one, Complex.star_def, Complex.conj_ofReal]
    push_cast
    module
  rw [e, d, s, norm_smul, norm_smul, norm_smul, Complex.norm_of_nonneg (by positivity),
    Complex.norm_of_nonneg ht, Complex.norm_of_nonneg (by positivity)]
  ring
```

## (g) Two basis functions

**Task.** Take $c=1$, $T=\mathrm{diag}(16,6)$ and
$$S=\begin{pmatrix}5&3\\3&2\end{pmatrix},\qquad X=\begin{pmatrix}2&1\\1&1\end{pmatrix}.$$
Verify that $Q=X$ and $Y=\mathrm{diag}(3,2)$ satisfy the root relations.

**Solution.** Both are Hermitian, with determinants 1 and 6, and $Q^2=S$. Then
$$\tilde S=Q\,[1+\mathrm{diag}(8,3)]\,Q=QY^2Q=\begin{pmatrix}40&22\\22&13\end{pmatrix}.$$
The renormalisation is
$$R=\begin{pmatrix}1/6&-1/6\\1/3&2/3\end{pmatrix},\qquad \tilde SR=\begin{pmatrix}14&8\\8&5\end{pmatrix},$$
and multiplying by $R^\dagger$ from the left returns $S$. Lean checks the root relations entry by entry. The numbers are chosen for easy arithmetic and do not describe a physical system: $c=1$ is not the speed of light in atomic units, and $X$ is not computed from a Dirac Hamiltonian.

```lean
/-- An explicit two-function basis with `c = 1` in which the root relations hold. -/
theorem isRootPair_witness :
    IsRootPair !![5, 3; 3, 2]
      (modifiedOverlap !![5, 3; 3, 2] !![16, 0; 0, 6] !![2, 1; 1, 1] 1)
      !![2, 1; 1, 1] !![3, 0; 0, 2] where
  hermQ := by ext i j; fin_cases i <;> fin_cases j <;> simp
  hermY := by ext i j; fin_cases i <;> fin_cases j <;> simp
  unitQ := by rw [isUnit_iff_ne_zero, det_fin_two_of]; norm_num
  unitY := by rw [isUnit_iff_ne_zero, det_fin_two_of]; norm_num
  sqQ := by
    ext i j
    fin_cases i <;> fin_cases j <;> simp [Matrix.mul_apply, Fin.sum_univ_succ] <;> norm_num
  sqY := by
    have hX : (!![2, 1; 1, 1] : Matrix (Fin 2) (Fin 2) ℂ)ᴴ = !![2, 1; 1, 1] := by
      ext i j; fin_cases i <;> fin_cases j <;> simp
    rw [modifiedOverlap, hX]
    ext i j
    fin_cases i <;> fin_cases j <;>
      simp [Matrix.mul_apply, Fin.sum_univ_succ] <;> norm_num

end

end LocalDecoupling
```

```lean
#print axioms LocalDecoupling.four_component_inner
-- 'LocalDecoupling.four_component_inner' depends on axioms: [propext, Classical.choice, Quot.sound]
#print axioms LocalDecoupling.local_metricError_le
-- 'LocalDecoupling.local_metricError_le' depends on axioms: [propext, Classical.choice, Quot.sound]
#print axioms LocalDecoupling.local_decoupling_error
-- 'LocalDecoupling.local_decoupling_error' depends on axioms: [propext, Classical.choice, Quot.sound]
#print axioms LocalDecoupling.local_metricError_sharp
-- 'LocalDecoupling.local_metricError_sharp' depends on axioms: [propext, Classical.choice, Quot.sound]
```
